# For a > 0, multiplying a polynomial by 2a xᵢ or differentiating it along xᵢ gives the same integral against exp(−a r²)

The theorem `gaussInt_X_mul` says that for a > 0, any real polynomial q in n Cartesian coordinates and any coordinate xᵢ, 2a ∫ xᵢ q exp(−a r²) = ∫ (∂q/∂xᵢ) exp(−a r²), both integrals being over all space. The Gaussian is centred at the origin and not normalised; dividing both sides by its integral gives the same relation between averages. The attempt goes by induction on q. For a monomial the integral factorises into one-dimensional moments, and only the factor of coordinate i changes, by the recurrence `moment_succ`; sums follow by linearity.

Lean 4 with Mathlib refuses this proof:

```lean
import Mathlib

open MvPolynomial MeasureTheory

namespace GaussIntXMul

noncomputable section

variable {n : ℕ} {a : ℝ}

/-- The Gaussian `exp (-a r²)` in `n` dimensions. -/
def gaussian (a : ℝ) (x : Fin n → ℝ) : ℝ := Real.exp (-a * ∑ i, x i ^ 2)

/-- The integral over all space of a polynomial times the Gaussian of exponent `a`,
meant for `a > 0`. -/
def gaussInt (a : ℝ) (q : MvPolynomial (Fin n) ℝ) : ℝ :=
  ∫ x : Fin n → ℝ, eval x q * gaussian a x

/-- The `k`-th moment of the one-dimensional Gaussian of exponent `a`, meant for `a > 0`. -/
def moment (a : ℝ) (k : ℕ) : ℝ := ∫ t : ℝ, t ^ k * Real.exp (-a * t ^ 2)

/-- For `a > 0`, every power times the one-dimensional Gaussian is integrable. -/
theorem integrable_pow_gaussian (ha : 0 < a) (k : ℕ) :
    Integrable (fun t : ℝ => t ^ k * Real.exp (-a * t ^ 2)) := by
  have hk : (-1 : ℝ) < (k : ℝ) := by
    have : (0 : ℝ) ≤ k := Nat.cast_nonneg k
    linarith
  have h := integrable_rpow_mul_exp_neg_mul_sq ha hk
  simpa only [Real.rpow_natCast] using h

/-- Recurrence for Gaussian moments with `a > 0`: `2a` times moment `k + 1` is `k` times
moment `k - 1` (for `k = 0` the right-hand side is zero). -/
theorem moment_succ (ha : 0 < a) (k : ℕ) :
    2 * a * moment a (k + 1) = k * moment a (k - 1) := by
  have hd : ∀ x : ℝ, HasDerivAt (fun t : ℝ => t ^ k * Real.exp (-a * t ^ 2))
      ((k : ℝ) * (x ^ (k - 1) * Real.exp (-a * x ^ 2))
        - 2 * a * (x ^ (k + 1) * Real.exp (-a * x ^ 2))) x := by
    intro x
    have h1 : HasDerivAt (fun y : ℝ => -a * y ^ 2) (-a * (2 * x)) x := by
      simpa using (hasDerivAt_pow 2 x).const_mul (-a)
    refine ((hasDerivAt_pow k x).fun_mul h1.exp).congr_deriv ?_
    ring
  have i1 := (integrable_pow_gaussian ha (k - 1)).const_mul (k : ℝ)
  have i2 := (integrable_pow_gaussian ha (k + 1)).const_mul (2 * a)
  -- the integral of a total derivative vanishes
  have h0 := integral_eq_zero_of_hasDerivAt_of_integrable hd (i1.sub i2)
    (integrable_pow_gaussian ha k)
  rw [integral_sub i1 i2, integral_const_mul, integral_const_mul] at h0
  unfold moment
  linarith

/-- For `a > 0`, a Cartesian monomial times the Gaussian is integrable, and its integral is
the product of one-dimensional moments. -/
theorem gaussInt_monomial (ha : 0 < a) (m : Fin n →₀ ℕ) (c : ℝ) :
    Integrable (fun x : Fin n → ℝ => eval x (monomial m c) * gaussian a x) ∧
      gaussInt a (monomial m c) = c * ∏ i, moment a (m i) := by
  have h : ∀ x : Fin n → ℝ, eval x (monomial m c) * gaussian a x =
      c * ∏ i, (x i ^ m i * Real.exp (-a * x i ^ 2)) := by
    intro x
    rw [eval_monomial, Finsupp.prod_fintype m (fun i e => x i ^ e) (fun i => pow_zero (x i)),
      gaussian, Finset.mul_sum, Real.exp_sum, Finset.prod_mul_distrib, mul_assoc]
  constructor
  · simp only [h]
    refine Integrable.const_mul ?_ c
    rw [volume_pi]
    exact Integrable.fintype_prod (f := fun i (t : ℝ) => t ^ m i * Real.exp (-a * t ^ 2))
      (fun i => integrable_pow_gaussian ha (m i))
  · simp only [gaussInt, h]
    rw [integral_const_mul]
    congr 1
    exact integral_fintype_prod_volume_eq_prod
      (f := fun (i : Fin n) (t : ℝ) => t ^ m i * Real.exp (-a * t ^ 2))

/-- For `a > 0`, every polynomial times the Gaussian is integrable. -/
theorem integrable_gaussian (ha : 0 < a) (q : MvPolynomial (Fin n) ℝ) :
    Integrable (fun x : Fin n → ℝ => eval x q * gaussian a x) := by
  induction q using MvPolynomial.induction_on'
  · exact (gaussInt_monomial ha _ _).1
  · rename_i p q hp hq
    simp only [map_add, add_mul]
    exact hp.add hq

/-- Integration by parts for `a > 0`: under the Gaussian integral, multiplication by `2a x_i`
acts as the derivative along `x_i`. -/
theorem gaussInt_X_mul (ha : 0 < a) (i : Fin n) (q : MvPolynomial (Fin n) ℝ) :
    2 * a * gaussInt a (X i * q) = gaussInt a (pderiv i q) := by
  induction q using MvPolynomial.induction_on'
  · rename_i m c
    have hX : X i * monomial m c = monomial (Finsupp.single i 1 + m) c := by
      simp [X, monomial_mul]
    rw [hX, pderiv_monomial, (gaussInt_monomial ha _ _).2, (gaussInt_monomial ha _ _).2,
      ← Finset.mul_prod_erase Finset.univ
        (fun j => moment a ((Finsupp.single i 1 + m) j)) (Finset.mem_univ i),
      ← Finset.mul_prod_erase Finset.univ
        (fun j => moment a ((m - Finsupp.single i 1) j)) (Finset.mem_univ i)]
    -- only the factor belonging to coordinate `i` differs
    have e1 : ∏ j ∈ Finset.univ.erase i, moment a ((Finsupp.single i 1 + m) j) =
        ∏ j ∈ Finset.univ.erase i, moment a (m j) := Finset.prod_congr rfl fun j hj => by
      have hne := Finset.ne_of_mem_erase hj
      simp [Finsupp.single_apply, hne.symm]
    have e2 : ∏ j ∈ Finset.univ.erase i, moment a ((m - Finsupp.single i 1) j) =
        ∏ j ∈ Finset.univ.erase i, moment a (m j) := Finset.prod_congr rfl fun j hj => by
      have hne := Finset.ne_of_mem_erase hj
      simp [Finsupp.single_apply, hne.symm]
    have v1 : (Finsupp.single i 1 + m) i = m i + 1 := by simp [add_comm]
    have v2 : (m - Finsupp.single i 1) i = m i - 1 := by simp
    rw [e1, e2, v1, v2]
    linear_combination
      c * (∏ j ∈ Finset.univ.erase i, moment a (m j)) * moment_succ ha (m i)
  · rename_i p q hp hq
    have hadd : ∀ f g : MvPolynomial (Fin n) ℝ,
        gaussInt a (f + g) = gaussInt a f + gaussInt a g := by
      intro f g
      simp only [gaussInt, map_add, add_mul]
      exact integral_add (integrable_gaussian ha f) (integrable_gaussian ha g)
    rw [mul_add, hadd, map_add, hadd]
    linear_combination hp + hq

end

end GaussIntXMul
```

The compiler's answer:

```
Main.lean:92:6: error: Tactic `rewrite` failed: Did not find an occurrence of the pattern
  ∏ x, moment a ?m.113
in the target expression
  2 * a * (c * ∏ i_1, moment a (((fun₀ | i => 1) + m) i_1)) = c * ↑(m i) * ∏ i_1, moment a ((m - fun₀ | i => 1) i_1)

case monomial
n : ℕ
a : ℝ
ha : 0 < a
i : Fin n
m : Fin n →₀ ℕ
c : ℝ
hX : X i * (monomial m) c = (monomial ((fun₀ | i => 1) + m)) c
⊢ 2 * a * (c * ∏ i_1, moment a (((fun₀ | i => 1) + m) i_1)) = c * ↑(m i) * ∏ i_1, moment a ((m - fun₀ | i => 1) i_1)
Main.lean:93:28: error: Function expected at
  (fun₀ | i => 1) + m
but this term has type
  ?m.143

Note: Expected a function because this term is being applied to the argument
  j
```

Fix (accepted with no message):

```diff
@@ -89,21 +89,19 @@
     have hX : X i * monomial m c = monomial (Finsupp.single i 1 + m) c := by
       simp [X, monomial_mul]
+    -- only the factor belonging to coordinate `i` differs
+    have split : ∀ d : Fin n →₀ ℕ, (∀ j, j ≠ i → d j = m j) → ∏ j, moment a (d j) =
+        moment a (d i) * ∏ j ∈ Finset.univ.erase i, moment a (m j) := fun d hd =>
+      (Finset.mul_prod_erase Finset.univ (fun j => moment a (d j))
+        (Finset.mem_univ i)).symm.trans (congrArg (moment a (d i) * ·)
+          (Finset.prod_congr rfl fun j hj =>
+            congrArg (moment a) (hd j (Finset.ne_of_mem_erase hj))))
+    have s1 := split (Finsupp.single i 1 + m) fun j hj => by
+      simp [hj.symm]
+    have s2 := split (m - Finsupp.single i 1) fun j hj => by
+      simp [hj.symm]
+    have v1 : (Finsupp.single i 1 + m : Fin n →₀ ℕ) i = m i + 1 := by simp [add_comm]
+    have v2 : (m - Finsupp.single i 1 : Fin n →₀ ℕ) i = m i - 1 := by simp
     rw [hX, pderiv_monomial, (gaussInt_monomial ha _ _).2, (gaussInt_monomial ha _ _).2,
-      ← Finset.mul_prod_erase Finset.univ
-        (fun j => moment a ((Finsupp.single i 1 + m) j)) (Finset.mem_univ i),
-      ← Finset.mul_prod_erase Finset.univ
-        (fun j => moment a ((m - Finsupp.single i 1) j)) (Finset.mem_univ i)]
-    -- only the factor belonging to coordinate `i` differs
-    have e1 : ∏ j ∈ Finset.univ.erase i, moment a ((Finsupp.single i 1 + m) j) =
-        ∏ j ∈ Finset.univ.erase i, moment a (m j) := Finset.prod_congr rfl fun j hj => by
-      have hne := Finset.ne_of_mem_erase hj
-      simp [Finsupp.single_apply, hne.symm]
-    have e2 : ∏ j ∈ Finset.univ.erase i, moment a ((m - Finsupp.single i 1) j) =
-        ∏ j ∈ Finset.univ.erase i, moment a (m j) := Finset.prod_congr rfl fun j hj => by
-      have hne := Finset.ne_of_mem_erase hj
-      simp [Finsupp.single_apply, hne.symm]
-    have v1 : (Finsupp.single i 1 + m) i = m i + 1 := by simp [add_comm]
-    have v2 : (m - Finsupp.single i 1) i = m i - 1 := by simp
-    rw [e1, e2, v1, v2]
+      s1, s2, v1, v2]
     linear_combination
       c * (∏ j ∈ Finset.univ.erase i, moment a (m j)) * moment_succ ha (m i)
```

Cause. The second message gives the root of the failure. In `(Finsupp.single i 1 + m) j`, Lean had not yet settled the type of the sum when it was asked to apply it to `j`, so it could not treat the sum as a function. The first message follows from this: the argument of `moment` in the rewrite pattern stayed an unsolved hole, `?m.113`, and the pattern did not match the product, though that product stands in the goal.

The repair states the splitting of the product once, as `split`, for any `d : Fin n →₀ ℕ`. When the sum and the difference are passed to `split`, their type is known in advance, so `s1` and `s2` are well-formed equations that `rw` can use. The type ascriptions in `v1` and `v2` settle the same question there, in lines the first attempt never reached. Folding `e1` and `e2` into `split` is otherwise tidying.
